# A nonzero radial function gives $2l+1$ independent local orbitals of degree $l$, and no more

Suppose three $p$-type local orbitals with the same radial function are added to an LAPW basis for a semicore state of one atom, and each takes its angular part from a fictitious plane wave. If the three plane-wave directions lie in one plane, the orbitals are linearly dependent. The lobe perpendicular to that plane is missing, the overlap matrix is singular, and its Cholesky factorisation breaks down. For general $l$ one needs $2l+1$ directions that avoid this failure, and so one needs to know that such directions exist.

They do, for one atom, one $l$ and any continuous radial function that is not identically zero. The reason is a fact about functions on an arbitrary set $X$: complex functions $f_1,\dots,f_n$ are linearly independent if and only if there are points $x_1,\dots,x_n$ for which the matrix $M_{ij}=f_i(x_j)$ has nonzero determinant.

## From independent functions to good points

For each $x\in X$ let $v(x)=(f_1(x),\dots,f_n(x))\in\mathbb C^n$. If these vectors did not span $\mathbb C^n$, some nonzero linear functional $g(w)=\sum_i c_iw_i$ would vanish on all of them. Then $\sum_i c_if_i(x)=0$ for every $x$, with some $c_i\neq0$, which contradicts independence. So the vectors span, and a basis $v(x_1),\dots,v(x_n)$ can be picked from them. These are the columns of $M$, hence $\det M\ne0$.

Conversely, let $\det M\neq 0$ and $\sum_i c_if_i=0$. Evaluating at each $x_j$ gives $\sum_i c_iM_{ij}=0$, so $c=0$.

## Independence of the spherical harmonics

Write $Y_{lm}(\theta,\varphi)=\Theta_{l|m|}(\theta)\,e^{im\varphi}$ for $m=-l,\dots,l$, where, with $k=|m|$,

$$\Theta_{lk}(\theta)=\sqrt{\frac{2l+1}{4\pi}\frac{(l-k)!}{(l+k)!}}\;\frac{\sin^k\theta}{2^l\,l!}\,Q_{lk}(\cos\theta),\qquad Q_{lk}(t)=\frac{d^{\,l+k}}{dt^{\,l+k}}(t^2-1)^l .$$

The coefficient of $t^{l-k}$ in $Q_{lk}$ is $(2l)!/(l-k)!\neq0$. So $Q_{lk}$ has finitely many roots, and some $t\in(-1,1)$ is not one of them. At $\theta=\arccos t$ the sine is positive and $\Theta_{lk}(\theta)\ne0$.

The waves $e^{im\varphi}$ are independent. Otherwise take a nontrivial relation $\sum_m a_me^{im\varphi}=0$ with the fewest nonzero coefficients. It has at least two, say $a_m$ and $a_n$, because a single exponential never vanishes. Replace $\varphi$ by $\varphi+\alpha$ and subtract $e^{in\alpha}$ times the original relation. The coefficient of $e^{in\varphi}$ disappears, while that of $e^{im\varphi}$ becomes $a_m(e^{im\alpha}-e^{in\alpha})$. For $\alpha=\pi/(m-n)$ this equals $-2a_me^{in\alpha}\neq0$, so a shorter nontrivial relation results, a contradiction.

Now let $\sum_m c_mY_{lm}=0$. For a given $m_0$ fix $\theta$ with $\Theta_{l|m_0|}(\theta)\neq0$. What remains is a relation among the waves with coefficients $c_m\Theta_{l|m|}(\theta)$. All of them vanish, so $c_{m_0}=0$.

## From harmonics to local orbitals

The plane-wave expansion suggests the local orbital

$$\psi_K(r,\hat r)=R(r)\sum_m Y_{lm}^*(K)\,Y_{lm}(\hat r),$$

where $K$ is the direction of the fictitious wave and $R$ the radial function. Prefactors such as $4\pi i^l$ and the phase at the atomic site are nonzero constants for each orbital and do not affect independence. With $M_{mj}=Y_{lm}(K_j)$, a superposition is

$$\sum_jc_j\psi_{K_j}=R(r)\sum_m\big[(Mc^*)_m\big]^*\,Y_{lm}(\hat r).$$

At a radius where $R(r)\neq0$, independence of the harmonics shows that this vanishes only if $Mc^*=0$. The orbitals are therefore independent exactly when $\det M\neq0$, and the first result supplies suitable directions. More than $2l+1$ independent orbitals are impossible, since all of them are combinations of the $2l+1$ functions $R\,Y_{lm}$.

## Selecting directions in an LAPW code

A program can run through the vectors $\mathbf k+\mathbf G$, skip a zero vector, and form $(Y_{lm}(K))_m$ for each direction $K$. It orthogonalises this vector against those already accepted and keeps the candidate if the remainder exceeds a threshold. It stops at $2l+1$. The threshold matters because a nonzero determinant may still be tiny. The theorem chooses its directions from the whole sphere. A short list of $\mathbf G$ vectors may not contain $2l+1$ suitable ones, and then it has to be extended.

## Sampling functions on an arbitrary set in Lean

The finite type `ι` labels both functions and points. `X` is any type, without topology or measure.

```lean
import Mathlib

open Matrix ComplexConjugate

noncomputable section

namespace SemicoreLocalOrbitals

variable {ι X : Type*} [Fintype ι] [DecidableEq ι]
```

Rows of the sampled matrix belong to functions and columns to points.

```lean
/-- The matrix of the values `f i (x j)` of the functions `f i` at the points `x j`. -/
def sampleMatrix (f : ι → X → ℂ) (x : ι → X) : Matrix ι ι ℂ :=
  Matrix.of fun i j => f i (x j)
```

In the next proof, `htop` says that the sampled vectors span. A functional `g` that kills them all has the coefficients $c_i$ as its values on the unit vectors, and independence of `f` makes these zero. `exists_linearIndependent` then extracts a basis, `e` matches its members with `ι`, and `choose` picks the points. If the determinant were zero, a nonzero `w` with $Mw=0$ would be a relation among independent columns.

```lean
/-- For finitely many linearly independent complex functions there are equally many points
at which the matrix of their values has nonzero determinant. -/
theorem exists_points_det_ne_zero {f : ι → X → ℂ} (hf : LinearIndependent ℂ f) :
    ∃ x : ι → X, (sampleMatrix f x).det ≠ 0 := by
  let v : X → ι → ℂ := fun x i => f i x
  -- a functional that kills every sampled vector is a linear relation among the functions
  have htop : Submodule.span ℂ (Set.range v) = ⊤ := by
    by_contra hne
    obtain ⟨g, hg, hker⟩ := Submodule.exists_le_ker_of_lt_top _ (lt_top_iff_ne_top.2 hne)
    have hc := Fintype.linearIndependent_iff.1 hf
      (fun i => g fun j => if i = j then 1 else 0) (by
        funext x
        have h : g (v x) = 0 := hker (Submodule.subset_span ⟨x, rfl⟩)
        rw [LinearMap.pi_apply_eq_sum_univ] at h
        simpa only [Finset.sum_apply, Pi.smul_apply, smul_eq_mul, Pi.zero_apply, v,
          mul_comm] using h)
    apply hg
    apply LinearMap.ext
    intro w
    rw [LinearMap.pi_apply_eq_sum_univ]
    exact Finset.sum_eq_zero fun i _ => by rw [hc i, smul_zero]
  -- extract a basis from the sampled vectors
  obtain ⟨b, hbs, hspan, hb⟩ := exists_linearIndependent ℂ (Set.range v)
  have hbtop : Submodule.span ℂ (Set.range ((↑) : b → ι → ℂ)) = ⊤ := by
    rw [Subtype.range_coe, hspan, htop]
  let e := (Pi.basisFun ℂ ι).indexEquiv (Module.Basis.mk hb hbtop.ge)
  have hx : ∀ j, ∃ x, v x = (e j : ι → ℂ) := fun j => hbs (e j).2
  choose x hx using hx
  have hcols : LinearIndependent ℂ (fun j => v (x j)) := by
    have h2 : (fun j => v (x j)) = ((↑) : b → ι → ℂ) ∘ e := funext hx
    rw [h2]
    exact hb.comp e e.injective
  refine ⟨x, fun hdet => ?_⟩
  obtain ⟨w, hw, hMw⟩ := Matrix.exists_mulVec_eq_zero_iff.2 hdet
  apply hw
  funext j
  refine Fintype.linearIndependent_iff.1 hcols w ?_ j
  funext i
  have h := congrFun hMw i
  simpa [sampleMatrix, Matrix.mulVec, dotProduct, v, mul_comm] using h
```

The equivalence adds the converse, by evaluating a relation at the points.

```lean
/-- Finitely many complex functions are linearly independent exactly when some choice of
equally many points gives a matrix of values with nonzero determinant. -/
theorem linearIndependent_iff_exists_points (f : ι → X → ℂ) :
    LinearIndependent ℂ f ↔ ∃ x : ι → X, (sampleMatrix f x).det ≠ 0 := by
  refine ⟨exists_points_det_ne_zero, fun ⟨x, hx⟩ => ?_⟩
  refine Fintype.linearIndependent_iff.2 fun c hc i => ?_
  refine congrFun (Matrix.eq_zero_of_vecMul_eq_zero hx (v := c) ?_) i
  funext j
  have h := congrFun hc (x j)
  simpa [sampleMatrix, Matrix.vecMul, dotProduct] using h
```

## Explicit harmonics and their independence

The next three definitions are $Q_{lk}$, $\Theta_{lk}$ and $Y_{lm}$.

```lean
/-- The derivative of order `l + k` of `(x² - 1)^l`, from the Rodrigues formula. -/
def rodrigues (l k : ℕ) : Polynomial ℝ :=
  Polynomial.derivative^[l + k] ((Polynomial.X ^ 2 - 1) ^ l)

/-- The polar factor of a normalised spherical harmonic with `|m| = k ≤ l`. -/
def polar (l k : ℕ) (θ : ℝ) : ℝ :=
  √((2 * l + 1) / (4 * Real.pi) * ((l - k).factorial / (l + k).factorial)) /
    (2 ^ l * l.factorial) * (Real.sin θ ^ k * (rodrigues l k).eval (Real.cos θ))
```

The index `i` runs from $0$ to $2l$ and stands for $m=i-l$. There is no Condon–Shortley phase, a convention that changes the sampled determinant at most by a sign. A direction is a pair of real angles with no restriction on their range, so one point of the sphere has many names.

```lean
/-- The spherical harmonics of degree `l`, without the Condon-Shortley phase, at the direction
with angles `(θ, φ)`; the index `i = 0, ..., 2l` stands for `m = i - l`. -/
def Y (l : ℕ) (i : Fin (2 * l + 1)) (d : ℝ × ℝ) : ℂ :=
  (polar l ((i : ℤ) - l).natAbs d.1 : ℂ) *
    Complex.exp (Complex.I * (((i : ℤ) - l : ℤ) : ℂ) * d.2)
```

The polar factor is handled as above: `hQ` reads off the coefficient of $t^{l-k}$, and the interval $(-1,1)$, which has infinitely many points, contains one outside the finite set of roots.

```lean
/-- For `k ≤ l` the polar factor is nonzero at some polar angle. -/
theorem exists_polar_ne_zero {l k : ℕ} (hk : k ≤ l) : ∃ θ, polar l k θ ≠ 0 := by
  have hQ : rodrigues l k ≠ 0 := by
    intro h0
    have hX : (Polynomial.X ^ 2 - 1 : Polynomial ℝ) = Polynomial.X ^ 2 - Polynomial.C 1 := by
      simp
    have hm : (Polynomial.X ^ 2 - 1 : Polynomial ℝ).Monic := by
      rw [hX]
      exact Polynomial.monic_X_pow_sub_C 1 two_ne_zero
    have hlead := (hm.pow l).coeff_natDegree
    rw [hm.natDegree_pow, hX, Polynomial.natDegree_X_pow_sub_C, ← hX] at hlead
    have h := congrArg (fun p => Polynomial.coeff p (l - k)) h0
    simp only [rodrigues, Polynomial.coeff_iterate_derivative, Polynomial.coeff_zero] at h
    rw [show l - k + (l + k) = l * 2 by omega, hlead, nsmul_eq_mul, mul_one,
      Nat.cast_eq_zero, Nat.descFactorial_eq_zero_iff_lt] at h
    omega
  -- a nonzero polynomial has only finitely many roots in (-1, 1)
  obtain ⟨t, ht, hroot⟩ := (Set.Ioo_infinite (show (-1 : ℝ) < 1 by norm_num)).exists_notMem_finset
    (rodrigues l k).roots.toFinset
  have hev : (rodrigues l k).eval t ≠ 0 := fun h =>
    hroot (Multiset.mem_toFinset.2 ((Polynomial.mem_roots hQ).2 h))
  have hs : 0 < Real.sin (Real.arccos t) := by
    rw [Real.sin_arccos]
    exact Real.sqrt_pos.2 (by nlinarith [ht.1, ht.2])
  refine ⟨Real.arccos t, mul_ne_zero (by positivity) (mul_ne_zero (pow_ne_zero _ hs.ne') ?_)⟩
  rwa [Real.cos_arccos ht.1.le ht.2.le]
```

For the azimuthal waves, Mathlib already knows that distinct multiplicative characters are independent. What has to be shown is `hinj`, that different integers give different characters, and the angle $\pi/(m-n)$ does this.

```lean
/-- The azimuthal waves `exp(imφ)` with integer `m` are linearly independent. -/
theorem azimuthal_independent :
    LinearIndependent ℂ (fun (m : ℤ) (φ : ℝ) => Complex.exp (Complex.I * (m : ℂ) * φ)) := by
  let χ : ℤ → (Multiplicative ℝ →* ℂ) := fun m =>
    { toFun := fun φ => Complex.exp (Complex.I * (m : ℂ) * (Multiplicative.toAdd φ : ℝ))
      map_one' := by simp
      map_mul' := fun a b => by
        rw [← Complex.exp_add, toAdd_mul]
        push_cast
        ring_nf }
  have hinj : Function.Injective χ := by
    intro m n h
    by_contra hmn
    have hd : (m : ℂ) - n ≠ 0 := sub_ne_zero.2 (by exact_mod_cast hmn)
    -- at the angle π/(m - n) the two waves have opposite sign
    have hφ : ((m : ℂ) - n) * ((Real.pi / ((m : ℝ) - n) : ℝ) : ℂ) = Real.pi := by
      push_cast
      field_simp
    have h1 : Complex.exp (Complex.I * (m : ℂ) * ((Real.pi / ((m : ℝ) - n) : ℝ) : ℂ)) =
        Complex.exp (Complex.I * (n : ℂ) * ((Real.pi / ((m : ℝ) - n) : ℝ) : ℂ)) :=
      DFunLike.congr_fun h (Multiplicative.ofAdd (Real.pi / ((m : ℝ) - n)))
    rw [show Complex.I * (m : ℂ) * ((Real.pi / ((m : ℝ) - n) : ℝ) : ℂ) =
      Complex.I * (n : ℂ) * ((Real.pi / ((m : ℝ) - n) : ℝ) : ℂ) + Real.pi * Complex.I by
        linear_combination Complex.I * hφ, Complex.exp_add, Complex.exp_pi_mul_I] at h1
    exact Complex.exp_ne_zero _ (by linear_combination (-1 / 2 : ℂ) * h1)
  have h := (linearIndependent_monoidHom (Multiplicative ℝ) ℂ).comp χ hinj
  rw [linearIndependent_iff'] at h ⊢
  intro s g hg
  refine h s g ?_
  funext φ
  have h2 := congrFun hg (Multiplicative.toAdd φ)
  simp only [Finset.sum_apply, Pi.smul_apply, Pi.zero_apply] at h2 ⊢
  exact h2
```

Fixing $\theta$ combines the two facts.

```lean
/-- The `2l + 1` spherical harmonics of degree `l` are linearly independent. -/
theorem harmonics_independent (l : ℕ) : LinearIndependent ℂ (Y l) := by
  refine Fintype.linearIndependent_iff.2 fun c hc i => ?_
  obtain ⟨θ, hθ⟩ := exists_polar_ne_zero (l := l) (k := ((i : ℤ) - l).natAbs) (by omega)
  have key := azimuthal_independent.comp (fun k : Fin (2 * l + 1) => (k : ℤ) - l)
    (fun a b hab => Fin.ext (by dsimp only at hab; omega))
  -- at fixed θ a relation among harmonics is a relation among azimuthal waves
  have h := Fintype.linearIndependent_iff.1 key
    (fun k => c k * (polar l ((k : ℤ) - l).natAbs θ : ℂ)) (by
      funext φ
      have h := congrFun hc (θ, φ)
      simp only [Finset.sum_apply, Pi.smul_apply, smul_eq_mul, Pi.zero_apply, Y,
        Function.comp_apply, mul_assoc] at h ⊢
      exact h) i
  exact (mul_eq_zero.1 h).resolve_right (Complex.ofReal_ne_zero.2 hθ)
```

## Independent local orbitals and their maximal number

In `localOrbital` the summation letter `m` is the shifted index $0,\dots,2l$. The function `R` is defined on all reals; for a physical orbital it is zero outside the muffin-tin sphere and for negative argument.

```lean
/-- The local orbital with radial function `R` generated by a fictitious plane wave of
direction `K`, at the point with radius `p.1` and direction `p.2`. -/
def localOrbital (l : ℕ) (R : ℝ → ℂ) (K : ℝ × ℝ) (p : ℝ × (ℝ × ℝ)) : ℂ :=
  R p.1 * ∑ m, conj (Y l m K) * Y l m p.2
```

The hypothesis `R ≠ 0` says that the chosen combination of radial solutions does not cancel identically. Nothing else about `R` is assumed, neither a radial equation nor matching at the sphere boundary. Independence is meant pointwise, as functions of radius and direction. For a nonsingular overlap matrix `R` must also be nonzero on more than a null set of radii, which is automatic if it is continuous for $r\ge0$ and not identically zero there. The identity `hsum` is the superposition formula above. One direction of the proof turns a null vector of the matrix into a relation among orbitals, and the other evaluates at a radius `r` where `R` is nonzero.

```lean
/-- For a nonzero radial function, `2l + 1` local orbitals are linearly independent exactly
when the matrix of harmonics at their plane-wave directions has nonzero determinant. -/
theorem localOrbitals_independent_iff (l : ℕ) {R : ℝ → ℂ} (hR : R ≠ 0)
    (K : Fin (2 * l + 1) → ℝ × ℝ) :
    LinearIndependent ℂ (fun j => localOrbital l R (K j)) ↔
      (sampleMatrix (Y l) K).det ≠ 0 := by
  -- angular coefficients of a superposition of local orbitals
  have hsum : ∀ (c : Fin (2 * l + 1) → ℂ) (p : ℝ × (ℝ × ℝ)),
      ∑ j, c j * localOrbital l R (K j) p = R p.1 *
        ∑ m, conj ((sampleMatrix (Y l) K *ᵥ fun j => conj (c j)) m) * Y l m p.2 := by
    intro c p
    simp only [localOrbital, sampleMatrix, Matrix.mulVec, dotProduct, Matrix.of_apply,
      map_sum, map_mul, Complex.conj_conj, Finset.mul_sum, Finset.sum_mul]
    rw [Finset.sum_comm]
    exact Finset.sum_congr rfl fun m _ => Finset.sum_congr rfl fun j _ => by ring
  constructor
  · intro h hdet
    obtain ⟨w, hw, hMw⟩ := Matrix.exists_mulVec_eq_zero_iff.2 hdet
    apply hw
    funext j
    have hj := Fintype.linearIndependent_iff.1 h (fun j => conj (w j)) (by
      funext p
      have hp := hsum (fun j => conj (w j)) p
      simp only [Complex.conj_conj, hMw, Pi.zero_apply, map_zero, zero_mul,
        Finset.sum_const_zero, mul_zero] at hp
      simpa only [Finset.sum_apply, Pi.smul_apply, smul_eq_mul, Pi.zero_apply] using hp) j
    simpa using hj
  · intro hdet
    obtain ⟨r, hr⟩ := Function.ne_iff.1 hR
    refine Fintype.linearIndependent_iff.2 fun c hc j => ?_
    have hm := Fintype.linearIndependent_iff.1 (harmonics_independent l)
      (fun m => conj ((sampleMatrix (Y l) K *ᵥ fun j => conj (c j)) m)) (by
        funext d
        have hp := congrFun hc (r, d)
        simp only [Finset.sum_apply, Pi.smul_apply, smul_eq_mul, Pi.zero_apply] at hp ⊢
        rw [hsum] at hp
        exact (mul_eq_zero.1 hp).resolve_left hr)
    have hz := Matrix.eq_zero_of_mulVec_eq_zero hdet
      (funext fun m => (map_eq_zero (starRingEnd ℂ)).1 (hm m))
    exact (map_eq_zero (starRingEnd ℂ)).1 (congrFun hz j)
```

Existence follows by sampling the harmonics.

```lean
/-- For every `l` and every nonzero radial function there are `2l + 1` directions of fictitious
plane waves that generate linearly independent local orbitals. -/
theorem exists_independent_localOrbitals (l : ℕ) {R : ℝ → ℂ} (hR : R ≠ 0) :
    ∃ K : Fin (2 * l + 1) → ℝ × ℝ,
      LinearIndependent ℂ (fun j => localOrbital l R (K j)) := by
  obtain ⟨K, hK⟩ := exists_points_det_ne_zero (harmonics_independent l)
  exact ⟨K, (localOrbitals_independent_iff l hR K).2 hK⟩
```

For the upper bound, the linear map `T` sends angular coefficients to functions. Independent images have independent preimages, and these lie in a space of dimension $2l+1$. Here `R` may be zero.

```lean
/-- Linearly independent local orbitals with the same `l` and the same radial function number
at most `2l + 1`. -/
theorem card_localOrbitals_le {κ : Type*} [Fintype κ] (l : ℕ) (R : ℝ → ℂ) (K : κ → ℝ × ℝ)
    (h : LinearIndependent ℂ (fun j => localOrbital l R (K j))) :
    Fintype.card κ ≤ 2 * l + 1 := by
  -- every local orbital is the image of its vector of 2l + 1 angular coefficients
  let T := Fintype.linearCombination ℂ
    (fun (m : Fin (2 * l + 1)) (p : ℝ × (ℝ × ℝ)) => R p.1 * Y l m p.2)
  have hT : (fun j => localOrbital l R (K j)) = T ∘ fun j m => conj (Y l m (K j)) := by
    funext j p
    simp only [T, Function.comp_apply, Fintype.linearCombination_apply, Finset.sum_apply,
      Pi.smul_apply, smul_eq_mul, localOrbital, Finset.mul_sum]
    exact Finset.sum_congr rfl fun m _ => by ring
  rw [hT] at h
  simpa using (LinearIndependent.of_comp T h).fintype_card_le_finrank

end SemicoreLocalOrbitals
```

```lean
#print axioms SemicoreLocalOrbitals.linearIndependent_iff_exists_points
#print axioms SemicoreLocalOrbitals.exists_independent_localOrbitals
#print axioms SemicoreLocalOrbitals.card_localOrbitals_le
```

```
'SemicoreLocalOrbitals.linearIndependent_iff_exists_points' depends on axioms: [propext, Classical.choice, Quot.sound]
'SemicoreLocalOrbitals.exists_independent_localOrbitals' depends on axioms: [propext, Classical.choice, Quot.sound]
'SemicoreLocalOrbitals.card_localOrbitals_le' depends on axioms: [propext, Classical.choice, Quot.sound]
```

These statements concern local orbitals that share one $l$ and one radial function; their independence from the LAPW functions in the same basis is a separate question.
